# On the half-line $x\ge 0$, a continuous state with finite potential energy in a spike $c/x^a$, $a\ge 1$, $c\neq 0$, vanishes at the origin

Before a variational code computes matrix elements of a repulsive core $c/x^a$ on a half-line, someone chooses the basis functions. If $a\ge 1$ and one of them is continuous but nonzero at $x=0$, its diagonal matrix element diverges, however small $c>0$ is. A quadrature grid that avoids $x=0$ still returns a finite number, which grows without bound as the grid is refined towards the origin.

For a real function $u$, continuous on $[0,1]$, and real $a\ge 1$, $c\ne 0$, the rule is

$$
c\,\frac{u(x)^2}{x^a}\ \text{integrable on }(0,1]\quad\Longrightarrow\quad u(0)=0 .
$$

The expression on the left is the energy density, and "energy" below means its integral over $(0,1]$, not divided by the norm of $u$. On the half-line, the region $x>1$ adds only a finite amount for a square-integrable state, because $x^{-a}\le 1$ there. In this one-dimensional, single-particle setting, the rule also warns against first-order perturbation theory in $c$ from an unperturbed state with $u(0)\neq 0$: the first-order energy is infinite.

## Comparing the density with $x^{-a}$

Multiplying the density by $1/c$ preserves integrability, so $u^2/x^a$ is integrable. Suppose $u(0)\ne 0$. By continuity there is $\delta>0$ such that $|u(x)^2-u(0)^2|<u(0)^2/2$ for $x\in[0,1]$ with $x<\delta$. Hence $u(x)^2>u(0)^2/2$ there and, with $t=\min(\delta,1)$,

$$
x^{-a}\le \frac{2}{u(0)^2}\,\frac{u(x)^2}{x^a},\qquad 0<x<t .
$$

So $x^{-a}$ would be integrable on $(0,t)$. But $\int_\varepsilon^t x^{-a}\,dx$ equals $\ln(t/\varepsilon)$ for $a=1$ and $(\varepsilon^{1-a}-t^{1-a})/(a-1)$ for $a>1$. Both diverge as $\varepsilon\to0^+$, a contradiction.

Now let $v_c$ be a continuous state with finite energy in the spike of strength $c$, for each $c>0$. Then $v_c(0)=0$ for every such $c$, so any limit of these boundary values as $c\to0^+$ is zero.

The threshold is sharp: for $u=1$ and $a<1$ the energy is $c\int_0^1x^{-a}dx=c/(1-a)$.

Conversely, let $|u(x)|\le Kx$, as for a state with bounded slope that starts from zero at the wall, and let $a<3$. Then

$$
\left|c\,\frac{u(x)^2}{x^a}\right|\le |c|K^2x^{2-a},
$$

which is integrable because $2-a>-1$. The energy is $c$ times a fixed finite integral, so it tends to zero with $c$. For $1\le a<3$, $c\ne 0$ and $|u(x)-u(0)|\le Kx$, finite energy is therefore equivalent to $u(0)=0$.

## The Lean file

```lean
import Mathlib

open MeasureTheory Set Filter Topology

namespace SingularSpike

noncomputable section

/-- The state `u` has finite energy in the spike `c / x ^ a`: the energy density
`c * u(x)² / x ^ a` is integrable on `(0, 1]`. -/
def FiniteSpikeEnergy (a c : ℝ) (u : ℝ → ℝ) : Prop :=
  IntegrableOn (fun x => c * (u x ^ 2 / x ^ a)) (Ioc 0 1)

/-- The integral over `(0, 1]` of the energy density `c * u(x)² / x ^ a`, without normalisation of
`u`. Its value is `0` if the density is not integrable. -/
def spikeEnergy (a c : ℝ) (u : ℝ → ℝ) : ℝ :=
  ∫ x in Ioc (0 : ℝ) 1, c * (u x ^ 2 / x ^ a)

/-- The states of finite spike energy are the same for every nonzero coupling `c` as for
unit coupling. -/
theorem finite_iff_unit_coupling {a c : ℝ} {u : ℝ → ℝ} (hc : c ≠ 0) :
    FiniteSpikeEnergy a c u ↔ FiniteSpikeEnergy a 1 u := by
  constructor
  · intro h
    have h' : Integrable (fun x => c * (u x ^ 2 / x ^ a))
        (volume.restrict (Ioc (0 : ℝ) 1)) := h
    refine (h'.const_mul c⁻¹).congr (Eventually.of_forall fun x => ?_)
    show c⁻¹ * (c * (u x ^ 2 / x ^ a)) = 1 * (u x ^ 2 / x ^ a)
    rw [inv_mul_cancel_left₀ hc, one_mul]
  · intro h
    have h' : Integrable (fun x => 1 * (u x ^ 2 / x ^ a))
        (volume.restrict (Ioc (0 : ℝ) 1)) := h
    refine (h'.const_mul c).congr (Eventually.of_forall fun x => ?_)
    show c * (1 * (u x ^ 2 / x ^ a)) = c * (u x ^ 2 / x ^ a)
    rw [one_mul]

/-- A continuous state with finite energy in a spike `c / x ^ a`, with `a ≥ 1` and `c ≠ 0`,
vanishes at the origin. -/
theorem dirichlet_of_finite_energy {a c : ℝ} {u : ℝ → ℝ} (ha : 1 ≤ a) (hc : c ≠ 0)
    (hu : ContinuousOn u (Icc 0 1)) (h : FiniteSpikeEnergy a c u) : u 0 = 0 := by
  by_contra h0
  have h0' : u 0 ≠ 0 := h0
  have hpos : 0 < u 0 ^ 2 := by positivity
  have h1 : Integrable (fun x => 1 * (u x ^ 2 / x ^ a))
      (volume.restrict (Ioc (0 : ℝ) 1)) := (finite_iff_unit_coupling hc).1 h
  -- near the origin the density `u²` stays above half its boundary value
  have hcont : ContinuousWithinAt (fun x => u x ^ 2) (Icc 0 1) 0 :=
    (hu 0 (by simp)).pow 2
  obtain ⟨δ, hδ, hb⟩ := Metric.continuousWithinAt_iff.1 hcont (u 0 ^ 2 / 2) (by positivity)
  have ht : 0 < min δ 1 := lt_min hδ one_pos
  have hsub : Ioo (0 : ℝ) (min δ 1) ⊆ Ioc 0 1 :=
    fun x hx => ⟨hx.1, (hx.2.trans_le (min_le_right _ _)).le⟩
  -- so the bare spike would be integrable there
  have hI : IntegrableOn (fun x : ℝ => x ^ (-a)) (Ioo 0 (min δ 1)) := by
    have h2 : Integrable (fun x => 2 / u 0 ^ 2 * (1 * (u x ^ 2 / x ^ a)))
        (volume.restrict (Ioo (0 : ℝ) (min δ 1))) :=
      (h1.mono_measure (Measure.restrict_mono hsub le_rfl)).const_mul _
    have hm : Measurable (fun x : ℝ => x ^ (-a)) := by fun_prop
    refine h2.mono' hm.aestronglyMeasurable ?_
    filter_upwards [ae_restrict_mem measurableSet_Ioo] with x hx
    have hx0 : 0 < x := hx.1
    have hxa : 0 < x ^ a := Real.rpow_pos_of_pos hx0 a
    have hd : dist x 0 < δ := by
      rw [Real.dist_eq, sub_zero, abs_of_pos hx0]
      exact hx.2.trans_le (min_le_left _ _)
    have hclose := hb ⟨hx0.le, (hsub hx).2⟩ hd
    rw [Real.dist_eq] at hclose
    have hlow := (abs_lt.1 hclose).1
    have hr : 1 ≤ 2 * u x ^ 2 / u 0 ^ 2 := by
      rw [le_div_iff₀ hpos]
      linarith
    rw [Real.norm_of_nonneg (Real.rpow_nonneg hx0.le _), Real.rpow_neg hx0.le]
    calc (x ^ a)⁻¹ = 1 * (x ^ a)⁻¹ := (one_mul _).symm
      _ ≤ (2 * u x ^ 2 / u 0 ^ 2) * (x ^ a)⁻¹ :=
        mul_le_mul_of_nonneg_right hr (inv_nonneg.2 hxa.le)
      _ = 2 / u 0 ^ 2 * (1 * (u x ^ 2 / x ^ a)) := by ring
  have := (intervalIntegral.integrableOn_Ioo_rpow_iff ht).1 hI
  linarith

/-- If continuous states `v c` have finite energy in the spike `c / x ^ a` for each `c > 0`,
with `a ≥ 1`, then any limit of their boundary values as `c → 0⁺` is zero. -/
theorem dirichlet_persists {a L : ℝ} {v : ℝ → ℝ → ℝ} (ha : 1 ≤ a)
    (hv : ∀ c, 0 < c → ContinuousOn (v c) (Icc 0 1))
    (hE : ∀ c, 0 < c → FiniteSpikeEnergy a c (v c))
    (hL : Tendsto (fun c => v c 0) (𝓝[>] 0) (𝓝 L)) : L = 0 := by
  have hz : (fun _ : ℝ => (0 : ℝ)) =ᶠ[𝓝[>] 0] fun c => v c 0 := by
    filter_upwards [self_mem_nhdsWithin] with c hc
    have hc' : 0 < c := hc
    exact (dirichlet_of_finite_energy ha hc'.ne' (hv c hc') (hE c hc')).symm
  exact tendsto_nhds_unique hL (tendsto_const_nhds.congr' hz)

/-- The constant state has finite spike energy exactly when the spike is absent or its
exponent is below one. -/
theorem constant_state_finite_iff (a c : ℝ) :
    FiniteSpikeEnergy a c (fun _ => 1) ↔ c = 0 ∨ a < 1 := by
  constructor
  · intro h
    by_contra hn
    rw [not_or, not_lt] at hn
    exact one_ne_zero (dirichlet_of_finite_energy hn.2 hn.1 continuousOn_const h)
  · rintro (rfl | ha)
    · simp [FiniteSpikeEnergy]
    · have hp : Integrable (fun x : ℝ => x ^ (-a)) (volume.restrict (Ioc (0 : ℝ) 1)) :=
        (intervalIntegral.intervalIntegrable_rpow' (by linarith : -1 < -a)).1
      refine (hp.const_mul c).congr ?_
      filter_upwards [ae_restrict_mem measurableSet_Ioc] with x hx
      rw [Real.rpow_neg hx.1.le, one_pow, one_div]

/-- A continuous state bounded by `K x` has finite energy in every spike `c / x ^ a` with
`a < 3`, and this energy tends to zero with the coupling. -/
theorem energy_vanishes_of_linear_bound {a K : ℝ} {u : ℝ → ℝ} (ha : a < 3)
    (hu : ContinuousOn u (Icc 0 1)) (hK : ∀ x ∈ Icc (0 : ℝ) 1, |u x| ≤ K * x) :
    (∀ c, FiniteSpikeEnergy a c u) ∧
      Tendsto (fun c => spikeEnergy a c u) (𝓝 0) (𝓝 0) := by
  constructor
  · intro c
    have hp : Integrable (fun x : ℝ => x ^ (2 - a)) (volume.restrict (Ioc (0 : ℝ) 1)) :=
      (intervalIntegral.intervalIntegrable_rpow' (by linarith : -1 < 2 - a)).1
    have hm : ContinuousOn (fun x => c * (u x ^ 2 / x ^ a)) (Ioc 0 1) := by
      refine continuousOn_const.mul (((hu.mono Ioc_subset_Icc_self).pow 2).div ?_ ?_)
      · exact continuousOn_id.rpow_const fun x hx => Or.inl hx.1.ne'
      · exact fun x hx => (Real.rpow_pos_of_pos hx.1 a).ne'
    -- the density is dominated by a multiple of `x ^ (2 - a)`
    refine (hp.const_mul (|c| * K ^ 2)).mono' (hm.aestronglyMeasurable measurableSet_Ioc) ?_
    filter_upwards [ae_restrict_mem measurableSet_Ioc] with x hx
    have hxa : 0 < x ^ a := Real.rpow_pos_of_pos hx.1 a
    have hsq : u x ^ 2 ≤ (K * x) ^ 2 := by
      rw [← sq_abs (u x)]
      exact pow_le_pow_left₀ (abs_nonneg _) (hK x ⟨hx.1.le, hx.2⟩) 2
    have hq : 0 ≤ u x ^ 2 / x ^ a := by positivity
    rw [Real.norm_eq_abs, abs_mul, abs_of_nonneg hq, Real.rpow_sub hx.1, Real.rpow_two]
    calc |c| * (u x ^ 2 / x ^ a) ≤ |c| * ((K * x) ^ 2 / x ^ a) :=
          mul_le_mul_of_nonneg_left (div_le_div_of_nonneg_right hsq hxa.le) (abs_nonneg c)
      _ = |c| * K ^ 2 * (x ^ 2 / x ^ a) := by ring
  · have hlin : (fun c => spikeEnergy a c u) =
        fun c => c * ∫ x in Ioc (0 : ℝ) 1, u x ^ 2 / x ^ a := by
      funext c
      exact integral_const_mul c _
    rw [hlin]
    exact (continuous_id.mul continuous_const).tendsto' 0 0 (zero_mul _)

/-- For `1 ≤ a < 3` and `c ≠ 0`, a continuous state that departs at most linearly from its
boundary value has finite spike energy exactly when it vanishes at the origin. -/
theorem finite_energy_iff_dirichlet {a c K : ℝ} {u : ℝ → ℝ} (ha : 1 ≤ a) (ha3 : a < 3)
    (hc : c ≠ 0) (hu : ContinuousOn u (Icc 0 1))
    (hK : ∀ x ∈ Icc (0 : ℝ) 1, |u x - u 0| ≤ K * x) :
    FiniteSpikeEnergy a c u ↔ u 0 = 0 := by
  refine ⟨dirichlet_of_finite_energy ha hc hu, fun h0 => ?_⟩
  refine (energy_vanishes_of_linear_bound (K := K) ha3 hu fun x hx => ?_).1 c
  have hx' := hK x hx
  rwa [h0, sub_zero] at hx'

end

end SingularSpike
```

```lean
#print axioms SingularSpike.dirichlet_persists
#print axioms SingularSpike.constant_state_finite_iff
#print axioms SingularSpike.finite_energy_iff_dirichlet
```

```
'SingularSpike.dirichlet_persists' depends on axioms: [propext, Classical.choice, Quot.sound]
'SingularSpike.constant_state_finite_iff' depends on axioms: [propext, Classical.choice, Quot.sound]
'SingularSpike.finite_energy_iff_dirichlet' depends on axioms: [propext, Classical.choice, Quot.sound]
```

## How the proof follows the estimate

`finite_iff_unit_coupling` removes the coupling. In `dirichlet_of_finite_energy`, `by_contra` assumes $u(0)\ne0$, `Metric.continuousWithinAt_iff` supplies $\delta$, and `mono'` carries out the comparison through the `calc` block. `integrableOn_Ioo_rpow_iff` then gives $-1<-a$, which contradicts $a\ge1$.

`dirichlet_persists` uses uniqueness of limits. `constant_state_finite_iff` applies the main theorem in one direction and integrability of $x^{-a}$ in the other. `energy_vanishes_of_linear_bound` dominates the density by a multiple of $x^{2-a}$ and takes $c$ outside the integral; `finite_energy_iff_dirichlet` combines it with the main theorem.

## What the theorems say about a Hamiltonian

The state is a function `u : ℝ → ℝ`, of which only the values on $[0,1]$ matter. `FiniteSpikeEnergy` means integrability of the density, and `spikeEnergy` is its integral. They are separate because Lean's integral of a non-integrable function is $0$, which would make a divergent energy look finite. The coupling may be negative in the main theorem. No normalisation is imposed: for a nonzero continuous state confined to $[0,1]$ and of finite spike energy, the expectation value of the spike is `spikeEnergy` divided by $\int_0^1u^2\,dx$.

There is no kinetic energy, eigenvalue equation or complex wavefunction here. The persistence statement concerns limits of boundary values, and mean-square convergence does not control those: for $1\le a<3$, $v_c(x)=\min(x/c,1)$ has finite spike energy and vanishes at the origin for every $c>0$, yet tends to the constant $1$ in that sense as $c\to0^+$. Its kinetic energy, however, grows like $1/c$. To conclude that a continuous limiting state $v$ itself vanishes at the origin, one needs $v_c(0)\to v(0)$, which uniform convergence on $[0,1]$ would give. In the example $v_c(0)\to 0$ while $v(0)=1$.

For $c>0$, the energy could also have been defined as an integral with values in $[0,\infty]$. A single definition would then express both the energy and its finiteness, and the constant state would have energy $\infty$ for $a\ge1$. Attractive spikes, which the present definition includes, would need separate treatment.
